# The Debye polarizability βp²/3 of a classical permanent dipole

When the polarizability per molecule of a dilute polar gas is plotted against the inverse temperature $\beta = 1/(k_BT)$, the slope of the fitted line is read as $p^2/3$, and this gives the permanent dipole moment $p$. The parts below derive that slope for non-interacting, rigid, classical dipoles in the limit of a weak field. The factor $1/3$ comes out as the variance of an orientation cosine at zero field.

## A dipole described by one orientation cosine

Let $u\in[-1,1]$ be the cosine of the angle between a dipole $p$ and a field $E$. The energy is $-pEu$, so the Boltzmann factor is $e^{xu}$ with the dimensionless reduced field $x=\beta pE$. Without a field all directions in space are equally likely, which makes $u$ uniform on $[-1,1]$. Define

$$Z(x)=\int_{-1}^{1}e^{xu}\,du,\qquad \langle f\rangle_x=\frac{1}{Z(x)}\int_{-1}^{1}f(u)\,e^{xu}\,du .$$

```lean
import Mathlib

open MeasureTheory Filter Topology

namespace DebyeOrientationResponse

noncomputable section
```

In Lean, $Z(x)$ is `rotorZ x`. It leaves out the constant factor from the azimuthal angle, which cancels in every average.

```lean
/-- Orientational partition function of a dipole in the reduced field `x`;
`u` is the cosine of the angle between dipole and field. -/
def rotorZ (x : ℝ) : ℝ := ∫ u in (-1 : ℝ)..1, Real.exp (x * u)
```

The average $\langle f\rangle_x$ is `orientAvg x f`, where the observable `f` is a function of $u$.

```lean
/-- Thermal average of the observable `f u` in the reduced field `x`. -/
def orientAvg (x : ℝ) (f : ℝ → ℝ) : ℝ :=
  (∫ u in (-1 : ℝ)..1, f u * Real.exp (x * u)) / rotorZ x
```

The physical quantities enter through the energy `dipoleEnergy p E u`.

```lean
/-- Energy of a dipole `p` in a field `E` at orientation cosine `u`. -/
def dipoleEnergy (p E u : ℝ) : ℝ := -(p * E * u)
```

The mean moment along the field, `meanDipole β p E`, is built from this energy and its Boltzmann factor, without reference to $x$. Here `β`, `p` and `E` are arbitrary real numbers, and $E$ is the field acting on the dipole. Local-field corrections, induced moments, interactions and quantised rotation are not in the model.

The orientation could also be modelled as a unit vector on the sphere with its surface measure. The uniform distribution of $u$ would then be a step to prove, whereas here it is part of the definition; the averages would be the same.

```lean
/-- Boltzmann average, at inverse temperature `β`, of the dipole component along the field. -/
def meanDipole (β p E : ℝ) : ℝ :=
  (∫ u in (-1 : ℝ)..1, p * u * Real.exp (-β * dipoleEnergy p E u)) /
    ∫ u in (-1 : ℝ)..1, Real.exp (-β * dipoleEnergy p E u)
```

## From the partition function to the polarizability

### (a) The partition function is positive

**Task.** Show that $Z(x)>0$ for every real $x$.

**Solution.** The integrand $e^{xu}$ is continuous and positive, and the interval has positive length, so the integral is positive. The Lean proof supplies these same three facts. The result permits division by $Z(x)$ in everything that follows.

```lean
/-- The orientational partition function is positive. -/
theorem rotorZ_pos (x : ℝ) : 0 < rotorZ x := by
  unfold rotorZ
  exact intervalIntegral.intervalIntegral_pos_of_pos
    (Continuous.intervalIntegrable (by fun_prop) _ _) (fun u => Real.exp_pos _) (by norm_num)
```

### (b) A field derivative inserts a factor u

**Task.** For continuous $f$, show that
$$\frac{d}{dx}\int_{-1}^{1}f(u)e^{xu}\,du=\int_{-1}^{1}f(u)\,u\,e^{xu}\,du .$$

**Solution.** At fixed $u$, the derivative of $f(u)e^{yu}$ with respect to $y$ is $f(u)\,u\,e^{yu}$. To move the derivative inside the integral, we need a bound that holds for all $y$ near $x$. If $|y-x|<1$ and $|u|\le1$, then $yu\le|y|\,|u|\le|x|+1$, and therefore
$$|f(u)\,u\,e^{yu}|\le|f(u)|\,e^{|x|+1}.$$
The right side does not depend on $y$ and is integrable over $[-1,1]$, so dominated convergence justifies the exchange.

`HasDerivAt g g' x` says that `g` is differentiable at `x` with derivative `g'`. The proof applies Mathlib's theorem on dominated differentiation. Its longest block is the estimate above, and the last block is the derivative at fixed $u$.

```lean
/-- Differentiating a Boltzmann-weighted integral with respect to the reduced field
inserts a factor `u` under the integral. -/
theorem hasDerivAt_weighted (f : ℝ → ℝ) (hf : Continuous f) (x : ℝ) :
    HasDerivAt (fun y => ∫ u in (-1 : ℝ)..1, f u * Real.exp (y * u))
      (∫ u in (-1 : ℝ)..1, f u * u * Real.exp (x * u)) x := by
  refine (intervalIntegral.hasDerivAt_integral_of_dominated_loc_of_deriv_le
    (μ := volume) (a := -1) (b := 1) (x₀ := x)
    (F := fun y u => f u * Real.exp (y * u))
    (F' := fun y u => f u * u * Real.exp (y * u))
    (bound := fun u => |f u| * Real.exp (|x| + 1))
    (Metric.ball_mem_nhds x one_pos) ?_ ?_ ?_ ?_ ?_ ?_).2
  · exact Eventually.of_forall fun y =>
      (by fun_prop : Continuous fun u => f u * Real.exp (y * u)).aestronglyMeasurable
  · exact Continuous.intervalIntegrable (by fun_prop) _ _
  · exact (by fun_prop : Continuous fun u => f u * u * Real.exp (x * u)).aestronglyMeasurable
  · -- for fields within distance one of `x` the weight is at most `exp (|x| + 1)`
    refine Eventually.of_forall fun u hu y hy => ?_
    rw [Set.uIoc_of_le (by norm_num)] at hu
    have hu1 : |u| ≤ 1 := abs_le.mpr ⟨hu.1.le, hu.2⟩
    have hy1 : |y| ≤ |x| + 1 := by
      rw [Metric.mem_ball, Real.dist_eq] at hy
      have := abs_sub_abs_le_abs_sub y x
      linarith
    have hyu : y * u ≤ |x| + 1 := by
      calc y * u ≤ |y * u| := le_abs_self _
        _ = |y| * |u| := abs_mul _ _
        _ ≤ |y| * 1 := by gcongr
        _ ≤ |x| + 1 := by linarith
    show ‖f u * u * Real.exp (y * u)‖ ≤ |f u| * Real.exp (|x| + 1)
    rw [Real.norm_eq_abs, abs_mul, abs_mul, abs_of_pos (Real.exp_pos _)]
    calc |f u| * |u| * Real.exp (y * u) ≤ |f u| * 1 * Real.exp (|x| + 1) := by gcongr
      _ = |f u| * Real.exp (|x| + 1) := by ring
  · exact Continuous.intervalIntegrable (by fun_prop) _ _
  · refine Eventually.of_forall fun u _ y _ => ?_
    have h1 : HasDerivAt (fun z : ℝ => z * u) u y :=
      ((hasDerivAt_id' y).mul_const u).congr_deriv (one_mul _)
    have h2 : HasDerivAt (fun z : ℝ => f u * Real.exp (z * u))
        (f u * u * Real.exp (y * u)) y :=
      (h1.exp.const_mul (f u)).congr_deriv (by ring)
    exact h2
```

### (c) The derivative of the partition function

**Task.** Find $Z'(x)$.

**Solution.** Put $f=1$ in (b):
$$Z'(x)=\int_{-1}^{1}u\,e^{xu}\,du .$$

```lean
/-- The derivative of the partition function is the integral of `u` with the Boltzmann weight. -/
theorem hasDerivAt_rotorZ (x : ℝ) :
    HasDerivAt rotorZ (∫ u in (-1 : ℝ)..1, u * Real.exp (x * u)) x := by
  have h := hasDerivAt_weighted (fun _ => 1) continuous_const x
  simp only [one_mul] at h
  exact h
```

### (d) The mean orientation as a derivative of log Z

**Task.** Show that $\frac{d}{dx}\log Z(x)=\langle u\rangle_x$.

**Solution.** Since $Z(x)>0$, the chain rule gives $Z'(x)/Z(x)$. By (c) this is $\langle u\rangle_x$. In Lean the observable $u$ is written `fun u => u`.

```lean
/-- The derivative of the logarithm of the partition function with respect to the
reduced field is the mean orientation. -/
theorem hasDerivAt_log_rotorZ (x : ℝ) :
    HasDerivAt (fun y => Real.log (rotorZ y)) (orientAvg x (fun u => u)) x :=
  (hasDerivAt_rotorZ x).log (rotorZ_pos x).ne'
```

### (e) The response is a covariance

**Task.** For continuous $f$ and any field $x$, show that
$$\frac{d}{dx}\langle f\rangle_x=\langle fu\rangle_x-\langle f\rangle_x\langle u\rangle_x .$$

**Solution.** Write $b=\int f e^{xu}du$, $a=\int f u\,e^{xu}du$ and $c=\int u\,e^{xu}du$, all over $[-1,1]$. By (b) and (c), $b'=a$ and $Z'=c$. The quotient rule gives
$$\left(\frac bZ\right)'=\frac{aZ-bc}{Z^2}=\frac aZ-\frac bZ\,\frac cZ ,$$
which is the stated covariance. The auxiliary statement `key` is the second equality, with `z` for $Z$. The relation holds at every field strength, for observables that do not themselves depend on the field.

```lean
/-- Fluctuation-response relation: at any field, the derivative of the average of a continuous
observable is its thermal covariance with the orientation cosine. -/
theorem fluctuation_response (f : ℝ → ℝ) (hf : Continuous f) (x : ℝ) :
    HasDerivAt (fun y => orientAvg y f)
      (orientAvg x (fun u => f u * u) - orientAvg x f * orientAvg x (fun u => u)) x := by
  have key : ∀ a b c z : ℝ, z ≠ 0 →
      (a * z - b * c) / z ^ 2 = a / z - b / z * (c / z) := by
    intro a b c z hz
    field_simp
  have h := (hasDerivAt_weighted f hf x).fun_div (hasDerivAt_rotorZ x) (rotorZ_pos x).ne'
  exact h.congr_deriv (key _ _ _ _ (rotorZ_pos x).ne')
```

### (f) Alignment and orientation at finite field

**Task.** Show that $x\,(1-\langle u^2\rangle_x)=2\langle u\rangle_x$.

**Solution.** The function $(1-u^2)e^{xu}$ vanishes at $u=\pm1$, so its derivative integrates to zero:
$$0=\int_{-1}^{1}\left(x\,e^{xu}-x\,u^2e^{xu}-2u\,e^{xu}\right)du .$$
Splitting the integral and dividing by $Z(x)$ gives the relation. In Lean, `hI` is the vanishing integral, `hA` to `hC` give the integrability needed to split it, and `key` performs the division.

For a constant-temperature simulation of one classical dipole, free to turn in three dimensions in a fixed external field, this offers a joint check on two sampled averages at any nonzero field strength. At $x=0$ it says only that $\langle u\rangle_0=0$ and does not test $\langle u^2\rangle_0$. The remaining parts do not use it.

```lean
/-- At every field `x`, the mean orientation and the mean square of the orientation cosine
satisfy `x (1 - ⟨u²⟩) = 2 ⟨u⟩`. -/
theorem alignment_orientation (x : ℝ) :
    x * (1 - orientAvg x (fun u => u ^ 2)) = 2 * orientAvg x (fun u => u) := by
  -- the integrand is the derivative of `(1 - u²) exp (x u)`, which vanishes at both ends
  have hI : ∫ u in (-1 : ℝ)..1, (x * Real.exp (x * u) - x * (u ^ 2 * Real.exp (x * u))
      - 2 * (u * Real.exp (x * u))) = 0 := by
    rw [intervalIntegral.integral_eq_sub_of_hasDerivAt
      (f := fun u => (1 - u ^ 2) * Real.exp (x * u)) ?_
      (Continuous.intervalIntegrable (by fun_prop) _ _)]
    · norm_num
    · intro u _
      have h1 : HasDerivAt (fun v : ℝ => x * v) x u :=
        ((hasDerivAt_id' u).const_mul x).congr_deriv (mul_one _)
      have h2 : HasDerivAt (fun v : ℝ => 1 - v ^ 2) (-(2 * u)) u :=
        ((hasDerivAt_pow 2 u).const_sub 1).congr_deriv (by norm_num)
      exact (h2.fun_mul h1.exp).congr_deriv (by ring)
  have hA : IntervalIntegrable (fun u => x * Real.exp (x * u)) volume (-1) 1 :=
    Continuous.intervalIntegrable (by fun_prop) _ _
  have hB : IntervalIntegrable (fun u => x * (u ^ 2 * Real.exp (x * u))) volume (-1) 1 :=
    Continuous.intervalIntegrable (by fun_prop) _ _
  have hAB : IntervalIntegrable (fun u => x * Real.exp (x * u)
      - x * (u ^ 2 * Real.exp (x * u))) volume (-1) 1 :=
    Continuous.intervalIntegrable (by fun_prop) _ _
  have hC : IntervalIntegrable (fun u => 2 * (u * Real.exp (x * u))) volume (-1) 1 :=
    Continuous.intervalIntegrable (by fun_prop) _ _
  rw [intervalIntegral.integral_sub hAB hC, intervalIntegral.integral_sub hA hB] at hI
  simp only [intervalIntegral.integral_const_mul] at hI
  have key : ∀ a b z : ℝ, z ≠ 0 → x * z - x * b - 2 * a = 0 →
      x * (1 - b / z) = 2 * (a / z) := by
    intro a b z hz h
    field_simp
    linear_combination h
  exact key _ _ _ (rotorZ_pos x).ne' hI
```

### (g) Averages without a field

**Task.** Compute $\langle u\rangle_0$ and $\langle u^2\rangle_0$.

**Solution.** At $x=0$ the weight is $1$ and $Z(0)=2$. Then
$$\langle u\rangle_0=\frac12\int_{-1}^{1}u\,du=0,\qquad \langle u^2\rangle_0=\frac12\int_{-1}^{1}u^2\,du=\frac12\cdot\frac23=\frac13 .$$
After the definitions are unfolded, `norm_num` evaluates these polynomial integrals.

```lean
/-- Without a field the mean orientation is zero and the mean square of the
orientation cosine is `1/3`. -/
theorem zero_field_averages :
    orientAvg 0 (fun u => u) = 0 ∧ orientAvg 0 (fun u => u ^ 2) = 1 / 3 := by
  constructor <;> norm_num [orientAvg, rotorZ, integral_pow]
```

### (h) The slope at zero field

**Task.** Find the derivative of $\langle u\rangle_x$ at $x=0$.

**Solution.** Take $f(u)=u$ in (e) and insert the values from (g):
$$\left.\frac{d}{dx}\langle u\rangle_x\right|_{x=0}=\langle u^2\rangle_0-\langle u\rangle_0^2=\frac13-0=\frac13 .$$
The Lean proof rewrites $u\cdot u$ as $u^2$ and then substitutes the two averages.

The same argument for a dipole that turns only in a plane containing the field, with its angle $\varphi$ uniform at zero field, gives the slope $\langle\cos^2\varphi\rangle_0=1/2$.

```lean
/-- The mean orientation has slope `1/3` at zero field. -/
theorem hasDerivAt_orientation_zero :
    HasDerivAt (fun x => orientAvg x (fun u => u)) (1 / 3) 0 := by
  refine (fluctuation_response (fun u => u) continuous_id 0).congr_deriv ?_
  simp only [← pow_two]
  rw [zero_field_averages.1, zero_field_averages.2]
  norm_num
```

### (i) The Debye factor as a limit

**Task.** Show that $\langle u\rangle_x/x\to1/3$ as $x\to0$.

**Solution.** Because $\langle u\rangle_0=0$,
$$\frac{\langle u\rangle_x}{x}=\frac{\langle u\rangle_x-\langle u\rangle_0}{x-0},$$
and this difference quotient tends to the derivative found in (h). The filter `𝓝[≠] 0` describes $x$ approaching $0$ from both sides without being equal to it, so the limit from $x>0$ is included.

For $x\ne0$, $\langle u\rangle_x$ is the Langevin function $\coth x-1/x$; that closed form is neither used nor proved here.

```lean
/-- Debye factor: the mean orientation divided by the reduced field tends to `1/3`
as the field tends to zero. -/
theorem debye_factor :
    Tendsto (fun x => orientAvg x (fun u => u) / x) (𝓝[≠] 0) (𝓝 (1 / 3)) := by
  refine (hasDerivAt_iff_tendsto_slope.mp hasDerivAt_orientation_zero).congr fun x => ?_
  simp [slope_def_field, zero_field_averages.1]
```

### (j) The polarizability in physical variables

**Task.** Let $m(E)$ be the mean dipole component along the field. Show that $m(E)/E\to\beta p^2/3$ as $E\to0$.

**Solution.** The Boltzmann exponent is $-\beta(-pEu)=\beta pE\,u$, so the reduced field is $x=\beta pE$. Taking the constant $p$ out of the integral gives
$$m(E)=p\,\langle u\rangle_{\beta pE}.$$
By the chain rule and (h),
$$m'(0)=p\cdot\frac13\cdot\beta p=\frac{\beta p^2}{3}.$$
Since $m(0)=0$, the ratio $m(E)/E$ is the difference quotient of $m$ at zero and tends to $m'(0)$.

In the proof, `hred` is the reduction to $x$, `hd` is the derivative and `hz` is $m(0)=0$. Working with the derivative also covers $\beta p=0$. In that case $x$ stays at zero for every $E$, so substituting $x=\beta pE$ into the limit of (i) would not be allowed.

```lean
/-- Debye orientational polarizability: the mean dipole along the field, divided by the field,
tends to `β p² / 3` as the field tends to zero. -/
theorem debye_polarizability (β p : ℝ) :
    Tendsto (fun E => meanDipole β p E / E) (𝓝[≠] 0) (𝓝 (β * p ^ 2 / 3)) := by
  -- the reduced field is `β p E`
  have hred : ∀ E, meanDipole β p E = p * orientAvg (β * p * E) (fun u => u) := by
    intro E
    have hw : ∀ u, Real.exp (-β * dipoleEnergy p E u) = Real.exp (β * p * E * u) := by
      intro u
      congr 1
      unfold dipoleEnergy
      ring
    have hn : ∀ u, p * u * Real.exp (β * p * E * u) = p * (u * Real.exp (β * p * E * u)) :=
      fun u => mul_assoc _ _ _
    unfold meanDipole orientAvg rotorZ
    simp only [hw, hn, intervalIntegral.integral_const_mul, mul_div_assoc]
  have hlin : HasDerivAt (fun E : ℝ => β * p * E) (β * p) 0 :=
    ((hasDerivAt_id' (0 : ℝ)).const_mul (β * p)).congr_deriv (mul_one _)
  have h0 : HasDerivAt (fun x => orientAvg x (fun u => u)) (1 / 3) (β * p * 0) := by
    rw [mul_zero]
    exact hasDerivAt_orientation_zero
  have hd : HasDerivAt (meanDipole β p) (β * p ^ 2 / 3) 0 := by
    rw [funext hred]
    exact ((HasDerivAt.comp (h := fun E : ℝ => β * p * E) (0 : ℝ) h0 hlin).const_mul
      p).congr_deriv (by ring)
  have hz : meanDipole β p 0 = 0 := by
    rw [hred, mul_zero, zero_field_averages.1, mul_zero]
  refine (hasDerivAt_iff_tendsto_slope.mp hd).congr fun E => ?_
  rw [slope_def_field, hz, sub_zero, sub_zero]

end

end DebyeOrientationResponse
```

```lean
#print axioms DebyeOrientationResponse.hasDerivAt_log_rotorZ
-- 'DebyeOrientationResponse.hasDerivAt_log_rotorZ' depends on axioms: [propext, Classical.choice, Quot.sound]
#print axioms DebyeOrientationResponse.alignment_orientation
-- 'DebyeOrientationResponse.alignment_orientation' depends on axioms: [propext, Classical.choice, Quot.sound]
#print axioms DebyeOrientationResponse.debye_factor
-- 'DebyeOrientationResponse.debye_factor' depends on axioms: [propext, Classical.choice, Quot.sound]
#print axioms DebyeOrientationResponse.debye_polarizability
-- 'DebyeOrientationResponse.debye_polarizability' depends on axioms: [propext, Classical.choice, Quot.sound]
```
